# Aitken's error becomes negligible against the iterate's error when the error ratio tends to a limit other than 1

## Three iterates with one common error factor

Suppose a self-consistent cycle updates a single number, for instance a mean-field order parameter, and the converged value is \(s\). Take three successive iterates whose errors are \(e\), \(qe\) and \(q^2e\), with \(e\neq 0\) and \(q\neq 1\):

\[
x_0=s+e,\qquad x_1=s+qe,\qquad x_2=s+q^2e .
\]

The first difference is \(x_1-x_0=(q-1)e\). The second difference is \(x_2-2x_1+x_0=(q-1)^2e\). Hence

\[
x_0-\frac{(x_1-x_0)^2}{x_2-2x_1+x_0}=s+e-\frac{(q-1)^2e^2}{(q-1)^2e}=s .
\]

Three iterates give the converged value exactly, and neither \(q\) nor \(s\) had to be known. In a real cycle the factor generally changes from step to step and at best settles towards a limit. The question is how much of the gain survives.

## What is claimed for a varying factor

Let \(x(n)\), \(n=0,1,2,\dots\), be real iterates with errors \(e(n)=x(n)-s\), none of them zero. Define the error ratio, the second difference and the Aitken value by

\[
r(n)=\frac{e(n+1)}{e(n)},\qquad D(n)=x(n+2)-2x(n+1)+x(n),\qquad A(n)=x(n)-\frac{(x(n+1)-x(n))^2}{D(n)} .
\]

If \(r(n)\to q\) with \(q\neq1\), then \(D(n)\neq0\) for all sufficiently large \(n\), and

\[
\frac{A(n)-s}{e(n)}\to0 .
\]

For \(0<|q|<1\) this is the acceleration of linear convergence. The statement does not require \(|q|<1\). For \(|q|>1\) the iterates run away from \(s\), and a relatively small Aitken error need not be small in absolute terms.

## The error of the Aitken value

Write \(r=r(n)\) and \(r'=r(n+1)\). Then \(e(n+1)=r\,e(n)\) and \(e(n+2)=r'r\,e(n)\). The value \(s\) cancels in the second difference, so

\[
D(n)=P\,e(n),\qquad P=r'r-2r+1 .
\]

Since \(r\) and \(r'\) both tend to \(q\), \(P\to q^2-2q+1=(q-1)^2\neq0\). Therefore \(D(n)\) is eventually nonzero. Where it is nonzero, \(x(n+1)-x(n)=(r-1)e(n)\) gives

\[
\frac{A(n)-s}{e(n)}=1-\frac{(r-1)^2}{P}=\frac{r'r-2r+1-r^2+2r-1}{P}=\frac{r\,(r'-r)}{P} .
\]

What remains of the error contains the change of the ratio between two steps, \(r'-r\), as a factor. The numerator tends to \(q(q-q)=0\) and the denominator to \((q-1)^2\), so the quotient tends to zero.

The value \(A(n)\) uses \(x(n+2)\), so a fairer comparison is with that iterate. For \(q\neq0\),

\[
\frac{A(n)-s}{e(n+2)}=\frac{(A(n)-s)/e(n)}{r'r}\to\frac{0}{q^2}=0 .
\]

## Fixed-point cycles and the marginal case

Let \(x(n+1)=g(x(n))\) converge to \(s\) without reaching it, and let \(g\) have derivative \(q\neq1\) at \(s\). Continuity of \(g\) at \(s\) gives \(g(s)=s\), and then

\[
r(n)=\frac{g(x(n))-g(s)}{x(n)-s}\to q .
\]

The result therefore applies to a one-parameter SCF cycle, with or without linear mixing, since mixing only changes \(g\). The condition \(q\neq1\) says that the residual \(g(x)-x\) has a nonzero slope at the solution. The slope vanishes, for example, at the critical temperature of a mean-field magnet, where the iteration slows down critically.

At \(q=1\) the acceleration can fail. For \(x(n)=1/(n+1)\) and \(s=0\), the ratio is \((n+1)/(n+2)\to1\), and

\[
D(n)=\frac{2}{(n+1)(n+2)(n+3)},\qquad
\frac{A(n)}{x(n)}=1-\frac{n+3}{2(n+2)}=\frac12-\frac{1}{2(n+2)}\to\frac12 .
\]

The extrapolation is well defined at every step but only halves the error in the limit.

## A cycle worked in fractions

Take \(g(x)=x/(2+x)\), with fixed point \(s=0\) and \(g'(0)=1/2\). Starting from \(x(0)=1\), the iterates are \(1,\ 1/3,\ 1/7,\ 1/15,\dots\) The first three give

\[
D(0)=\frac17-\frac23+1=\frac{10}{21},\qquad A(0)=1-\frac{4/9}{10/21}=1-\frac{14}{15}=\frac1{15},
\]

compared with \(x(2)=1/7\). Moving on by one step, the iterates \(1/3,\ 1/7,\ 1/15\) give \(D(1)=4/35\) and \(A(1)=1/3-20/63=1/63\), compared with \(x(3)=1/15\). The relative error \((A(n)-s)/e(n)\) falls from \(1/15\) to \(1/21\).

## The statement in Lean

The iterates are a function `x : ℕ → ℝ`, counted from 0, and `s` is the reference value. The definitions `secondDiff`, `aitken` and `errorRatio` are \(D\), \(A\) and \(r\). The Aitken value carries the index of the oldest of its three iterates; some texts use the newest.

In `aitken_accelerates`, the hypothesis `h` says that no iterate equals `s`, `hq` says that the error ratio tends to `q`, and `hq1` excludes \(q=1\). The conclusion has two parts: `∀ᶠ n in atTop` means "for all sufficiently large \(n\)", and the `Tendsto` statement is the limit of the relative error. At the finitely many indices where \(D(n)\) may vanish, Lean's division by zero returns 0 and `aitken x n` is just `x n`, which does not affect the limit.

The theorem `aitken_beats_newest` adds \(q\neq0\). In `aitken_accelerates_iteration`, convergence to `s` is a hypothesis and is not deduced from the size of the derivative; that `s` is a fixed point is deduced. The example \(1/(n+1)\) is `harmonicSeq`, treated in `harmonic_not_accelerated`.

The iterates are real numbers without rounding. The step from here to a production SCF calculation is the passage from one number to a density or Fock matrix, whose error generally has several components with different factors.

```lean
import Mathlib

open Filter Topology

namespace AitkenAcceleration

noncomputable section

/-- The second difference `x(n+2) - 2 x(n+1) + x(n)` of a sequence of iterates. -/
def secondDiff (x : ℕ → ℝ) (n : ℕ) : ℝ := x (n + 2) - 2 * x (n + 1) + x n

/-- The Aitken value extrapolated from three successive iterates; it is meaningful where the
second difference is nonzero. -/
def aitken (x : ℕ → ℝ) (n : ℕ) : ℝ := x n - (x (n + 1) - x n) ^ 2 / secondDiff x n

/-- The factor by which the error relative to `s` changes in one step; it is meaningful where
`x n ≠ s`. -/
def errorRatio (x : ℕ → ℝ) (s : ℝ) (n : ℕ) : ℝ := (x (n + 1) - s) / (x n - s)

/-- The sequence `1, 1/2, 1/3, ...`. -/
def harmonicSeq (n : ℕ) : ℝ := 1 / ((n : ℝ) + 1)

variable {x : ℕ → ℝ} {s q : ℝ}

/-- If the present error is nonzero, the next error is the present one times the error ratio. -/
theorem error_step {n : ℕ} (h : x n ≠ s) :
    x (n + 1) - s = errorRatio x s n * (x n - s) := by
  have h0 : x n - s ≠ 0 := sub_ne_zero.2 h
  unfold errorRatio
  field_simp

/-- For nonzero errors, the second difference in units of the current error is a polynomial in
two successive error ratios. -/
theorem secondDiff_div_error (h : ∀ n, x n ≠ s) (n : ℕ) :
    secondDiff x n / (x n - s) =
      errorRatio x s (n + 1) * errorRatio x s n - 2 * errorRatio x s n + 1 := by
  have a := error_step (h n)
  have b : x (n + 2) - s = errorRatio x s (n + 1) * (x (n + 1) - s) := error_step (h (n + 1))
  rw [div_eq_iff (sub_ne_zero.2 (h n))]
  unfold secondDiff
  linear_combination (errorRatio x s (n + 1) - 2) * a + b

/-- For nonzero errors and a nonzero second difference, the Aitken error in units of the current
error is a quotient whose numerator contains the change of the error ratio between two steps as a
factor. -/
theorem aitken_error (h : ∀ n, x n ≠ s) (n : ℕ) (hD : secondDiff x n ≠ 0) :
    (aitken x n - s) / (x n - s) =
      errorRatio x s n * (errorRatio x s (n + 1) - errorRatio x s n) /
        (errorRatio x s (n + 1) * errorRatio x s n - 2 * errorRatio x s n + 1) := by
  have h0 : x n - s ≠ 0 := sub_ne_zero.2 (h n)
  have a := error_step (h n)
  have hP := secondDiff_div_error h n
  -- name the scaled second difference P
  obtain ⟨P, hPe⟩ : ∃ P, P =
      errorRatio x s (n + 1) * errorRatio x s n - 2 * errorRatio x s n + 1 := ⟨_, rfl⟩
  rw [← hPe] at hP ⊢
  have hP0 : P ≠ 0 := by
    rw [← hP]
    exact div_ne_zero hD h0
  have hD' : secondDiff x n = P * (x n - s) := (div_eq_iff h0).1 hP
  have hd : x (n + 1) - x n = (errorRatio x s n - 1) * (x n - s) := by
    linear_combination a
  -- the Aitken correction, expressed through the current error
  have hc : ((errorRatio x s n - 1) * (x n - s)) ^ 2 / (P * (x n - s)) * P =
      (errorRatio x s n - 1) ^ 2 * (x n - s) := by
    field_simp
  unfold aitken
  rw [hd, hD', div_eq_div_iff h0 hP0]
  linear_combination (x n - s) * hPe - hc

/-- If the errors are nonzero and their ratio tends to `q`, the second difference in units of the
current error tends to `(q - 1)^2`. -/
theorem secondDiff_tendsto (h : ∀ n, x n ≠ s) (hq : Tendsto (errorRatio x s) atTop (𝓝 q)) :
    Tendsto (fun n => secondDiff x n / (x n - s)) atTop (𝓝 ((q - 1) ^ 2)) := by
  have h1 : Tendsto (fun n => errorRatio x s (n + 1)) atTop (𝓝 q) :=
    hq.comp (tendsto_add_atTop_nat 1)
  have t := ((h1.mul hq).sub (hq.const_mul 2)).add_const (1 : ℝ)
  have hl : (q - 1) ^ 2 = q * q - 2 * q + 1 := by ring
  rw [hl]
  exact t.congr fun n => (secondDiff_div_error h n).symm

/-- **Aitken acceleration.** If the errors are nonzero and their ratio tends to `q ≠ 1`, then the
second differences are eventually nonzero and the Aitken error becomes negligible compared with
the error of the iterate. -/
theorem aitken_accelerates (h : ∀ n, x n ≠ s) (hq : Tendsto (errorRatio x s) atTop (𝓝 q))
    (hq1 : q ≠ 1) :
    (∀ᶠ n in atTop, secondDiff x n ≠ 0) ∧
      Tendsto (fun n => (aitken x n - s) / (x n - s)) atTop (𝓝 0) := by
  have hne : (q - 1) ^ 2 ≠ 0 := pow_ne_zero 2 (sub_ne_zero.2 hq1)
  have hD := secondDiff_tendsto h hq
  have ev : ∀ᶠ n in atTop, secondDiff x n ≠ 0 := by
    filter_upwards [hD.eventually_ne hne] with n hn h0
    exact hn (by rw [h0, zero_div])
  refine ⟨ev, ?_⟩
  have h1 : Tendsto (fun n => errorRatio x s (n + 1)) atTop (𝓝 q) :=
    hq.comp (tendsto_add_atTop_nat 1)
  -- successive ratios approach each other, so the numerator vanishes in the limit
  have t : Tendsto (fun n => errorRatio x s n * (errorRatio x s (n + 1) - errorRatio x s n) /
      (secondDiff x n / (x n - s))) atTop (𝓝 (q * (q - q) / (q - 1) ^ 2)) :=
    (hq.mul (h1.sub hq)).div hD hne
  have hl : q * (q - q) / (q - 1) ^ 2 = 0 := by simp
  rw [hl] at t
  refine t.congr' ?_
  filter_upwards [ev] with n hn
  rw [aitken_error h n hn, ← secondDiff_div_error h n]

/-- If the errors are nonzero and their ratio tends to `q` different from 0 and 1, the Aitken
error is negligible even compared with the error of the newest iterate that enters it. -/
theorem aitken_beats_newest (h : ∀ n, x n ≠ s) (hq : Tendsto (errorRatio x s) atTop (𝓝 q))
    (hq1 : q ≠ 1) (hq0 : q ≠ 0) :
    Tendsto (fun n => (aitken x n - s) / (x (n + 2) - s)) atTop (𝓝 0) := by
  have h1 : Tendsto (fun n => errorRatio x s (n + 1)) atTop (𝓝 q) :=
    hq.comp (tendsto_add_atTop_nat 1)
  have t : Tendsto (fun n => (aitken x n - s) / (x n - s) /
      (errorRatio x s (n + 1) * errorRatio x s n)) atTop (𝓝 (0 / (q * q))) :=
    (aitken_accelerates h hq hq1).2.div (h1.mul hq) (mul_ne_zero hq0 hq0)
  rw [zero_div] at t
  refine t.congr fun n => ?_
  have b : x (n + 2) - s = errorRatio x s (n + 1) * (x (n + 1) - s) := error_step (h (n + 1))
  rw [b, error_step (h n), div_div]
  congr 1
  ring

/-- If the iteration `x(n+1) = g(x(n))` converges to `s` without reaching it, and `g` has derivative
`q ≠ 1` at `s`, then the second differences are eventually nonzero and the error of the Aitken value
`aitken x n` becomes negligible compared with that of `x n`. -/
theorem aitken_accelerates_iteration {g : ℝ → ℝ} (hg : HasDerivAt g q s) (hq1 : q ≠ 1)
    (hx : ∀ n, x (n + 1) = g (x n)) (h : ∀ n, x n ≠ s) (hlim : Tendsto x atTop (𝓝 s)) :
    (∀ᶠ n in atTop, secondDiff x n ≠ 0) ∧
      Tendsto (fun n => (aitken x n - s) / (x n - s)) atTop (𝓝 0) := by
  -- by continuity the limit is a fixed point
  have l1 : Tendsto (fun n => g (x n)) atTop (𝓝 (g s)) := hg.continuousAt.tendsto.comp hlim
  have l2 : Tendsto (fun n => x (n + 1)) atTop (𝓝 s) := hlim.comp (tendsto_add_atTop_nat 1)
  have hs : g s = s := tendsto_nhds_unique l1 (l2.congr hx)
  -- the error ratio is a difference quotient of g
  have t : Tendsto (fun n => slope g s (x n)) atTop (𝓝 q) :=
    (hasDerivAt_iff_tendsto_slope.1 hg).comp
      (tendsto_nhdsWithin_iff.2 ⟨hlim, Eventually.of_forall h⟩)
  refine aitken_accelerates h (t.congr fun n => ?_) hq1
  rw [errorRatio, slope_def_field, hs, hx n]

/-- For the sequence `1/(n+1)` with limit 0, the error ratio tends to 1 and all second differences
are nonzero, but the Aitken error tends to one half of the error of the iterate. -/
theorem harmonic_not_accelerated :
    Tendsto (errorRatio harmonicSeq 0) atTop (𝓝 1) ∧ (∀ n, secondDiff harmonicSeq n ≠ 0) ∧
      Tendsto (fun n => (aitken harmonicSeq n - 0) / (harmonicSeq n - 0)) atTop
        (𝓝 (1 / 2)) := by
  have v0 : ∀ n : ℕ, harmonicSeq n = 1 / ((n : ℝ) + 1) := fun n => rfl
  have v1 : ∀ n : ℕ, harmonicSeq (n + 1) = 1 / ((n : ℝ) + 2) := fun n => by
    unfold harmonicSeq
    push_cast
    ring
  have v2 : ∀ n : ℕ, harmonicSeq (n + 2) = 1 / ((n : ℝ) + 3) := fun n => by
    unfold harmonicSeq
    push_cast
    ring
  have hD : ∀ n : ℕ, secondDiff harmonicSeq n =
      2 / (((n : ℝ) + 1) * ((n : ℝ) + 2) * ((n : ℝ) + 3)) := fun n => by
    rw [secondDiff, v2 n, v1 n, v0 n]
    field_simp
    ring
  have t : Tendsto (fun n : ℕ => 1 / ((n : ℝ) + 2)) atTop (𝓝 0) :=
    ((tendsto_one_div_add_atTop_nhds_zero_nat (𝕜 := ℝ)).comp
      (tendsto_add_atTop_nat 1)).congr v1
  refine ⟨?_, fun n => ?_, ?_⟩
  · have t1 := t.const_sub 1
    rw [sub_zero] at t1
    refine t1.congr fun n => ?_
    rw [errorRatio, v1 n, v0 n, sub_zero, sub_zero]
    field_simp
    ring
  · rw [hD]
    positivity
  · have t2 := (t.const_mul (1 / 2)).const_sub (1 / 2)
    rw [mul_zero, sub_zero] at t2
    refine t2.congr fun n => ?_
    rw [aitken, hD, v0, v1, sub_zero, sub_zero]
    field_simp
    ring

end

end AitkenAcceleration
```

```lean
#print axioms AitkenAcceleration.aitken_beats_newest
#print axioms AitkenAcceleration.aitken_accelerates_iteration
#print axioms AitkenAcceleration.harmonic_not_accelerated
```

```
'AitkenAcceleration.aitken_beats_newest' depends on axioms: [propext, Classical.choice, Quot.sound]
'AitkenAcceleration.aitken_accelerates_iteration' depends on axioms: [propext, Classical.choice, Quot.sound]
'AitkenAcceleration.harmonic_not_accelerated' depends on axioms: [propext, Classical.choice, Quot.sound]
```

## From the error ratios to the limit

**The algebra.** `error_step` is \(e(n+1)=r\,e(n)\). `secondDiff_div_error` is \(D(n)/e(n)=P\): after multiplication by the nonzero error, `linear_combination` adds the two error steps with the coefficients that eliminate \(e(n+2)\) and \(e(n+1)\).

`aitken_error` is the exact formula \(r(r'-r)/P\). The proof gives \(P\) a name, so that it is handled as a single quantity, and gets \(P\neq0\) from \(D(n)\neq0\). The fact `hd` writes the first difference as \((r-1)e(n)\), and `hc` simplifies the Aitken correction. Cross-multiplication then leaves a polynomial identity, in which the definition of \(P\) is used once more.

**The limits.** `secondDiff_tendsto` shifts the limit of \(r(n)\) by one index to obtain that of \(r(n+1)\), then combines the two by the rules for products and sums. In `aitken_accelerates`, `eventually_ne` turns the nonzero limit \((q-1)^2\) into nonzero second differences from some index on. The quotient \(r(r'-r)/P\) tends to zero, and `congr'` transfers this limit to the Aitken error, because the two expressions need to agree only for large \(n\).

**The consequences.** `aitken_beats_newest` divides the relative error by \(r'r\), as in the derivation above. For the iteration, `tendsto_nhds_unique` compares two limits of the same sequence, \(g(s)\) and \(s\), and so proves \(g(s)=s\). The derivative is then read as a limit of difference quotients, `slope g s (x n)`. This limit is taken over points different from \(s\), so it uses the assumption that the iterates never reach \(s\); the same assumption is needed again to apply `aitken_accelerates`.

For `harmonicSeq`, `hD` is the closed form of \(D(n)\), and `positivity` shows that it is nonzero. Both limits follow from \(1/(n+2)\to0\), since the error ratio is \(1-1/(n+2)\) and the relative Aitken error is \(\tfrac12-\tfrac12\cdot\tfrac1{n+2}\).
